# The content sum of Young diagrams with equally many cells strictly increases in dominance order

Young diagrams with n cells label the permutation symmetry types of n-particle states, and the content sum, column index minus row index added over all cells, is the value that the sum of all pair exchanges takes on each type; this physical reading is background and is not formalised here. The theorem `contentSum_lt` states that if two different finite diagrams have equally many cells and `lam` dominates `mu`, meaning that its first k rows hold at least as many cells for every k, then `lam` has the strictly larger content sum. The attempt writes twice each content sum as a sum over rows and compares the two by summation by parts. This bounds their difference below by twice the sum of the partial-row differences `D k`, which are never negative and are positive for at least one k.

This version doesn't compile in Lean 4 with Mathlib:

```lean
import Mathlib

open Finset

namespace ContentSumLt

/-- The content sum of a Young diagram: column index minus row index, added over all cells. -/
def contentSum (μ : YoungDiagram) : ℤ := ∑ c ∈ μ.cells, ((c.2 : ℤ) - c.1)

/-- The number of cells in the first `k` rows. -/
def firstRows (μ : YoungDiagram) (k : ℕ) : ℕ := (μ.cells.filter (fun c => c.1 < k)).card

/-- Dominance order: for every `k`, the first `k` rows of `lam` hold at least as many cells
as those of `mu`. -/
def Dominates (lam mu : YoungDiagram) : Prop := ∀ k, firstRows mu k ≤ firstRows lam k

/-- The first `k` rows hold as many cells as their lengths add up to. -/
theorem firstRows_eq (μ : YoungDiagram) (k : ℕ) :
    firstRows μ k = ∑ i ∈ range k, μ.rowLen i := by
  unfold firstRows
  rw [card_eq_sum_ones, sum_finset_product _ (range k) (fun i => range (μ.rowLen i))]
  · simp
  · rintro ⟨i, j⟩
    simp only [mem_filter, YoungDiagram.mem_cells, YoungDiagram.mem_iff_lt_rowLen, mem_range]
    exact and_comm

/-- Twice the content sum, row by row: a row of length `r` with index `i` gives
`r (r - 1 - 2 i)`, provided `N` is at least the number of rows. -/
theorem two_contentSum (μ : YoungDiagram) {N : ℕ} (hN : μ.colLen 0 ≤ N) :
    2 * contentSum μ = ∑ i ∈ range N, (μ.rowLen i : ℤ) * (μ.rowLen i - 1 - 2 * i) := by
  unfold contentSum
  rw [sum_finset_product _ (range N) (fun i => range (μ.rowLen i)), mul_sum]
  · refine sum_congr rfl fun i _ => ?_
    generalize μ.rowLen i = r
    induction r with
    | zero => simp
    | succ r ih =>
      rw [sum_range_succ, mul_add, ih]
      push_cast
      ring
  · rintro ⟨i, j⟩
    simp only [YoungDiagram.mem_cells, mem_range]
    exact ⟨fun h => ⟨(YoungDiagram.mem_iff_lt_colLen.1 h).trans_le
      ((μ.colLen_anti 0 j (Nat.zero_le j)).trans hN), YoungDiagram.mem_iff_lt_rowLen.1 h⟩,
      fun h => YoungDiagram.mem_iff_lt_rowLen.2 h.2⟩

/-- Summation by parts for two non-increasing sequences `a`, `b` whose partial sums differ by
`D ≥ 0`: the excess of `a` in the row formula is bounded below through `D`. -/
theorem rows_excess (a b D : ℕ → ℤ) (ha : ∀ k, a (k + 1) ≤ a k) (hb : ∀ k, b (k + 1) ≤ b k)
    (h0 : D 0 = 0) (hs : ∀ k, D (k + 1) = D k + (a k - b k)) (hD : ∀ k, 0 ≤ D k) (N : ℕ) :
    D N * (a N + b N - 1 - 2 * N) + 2 * ∑ k ∈ range (N + 1), D k ≤
      ∑ i ∈ range N, (a i * (a i - 1 - 2 * i) - b i * (b i - 1 - 2 * i)) := by
  induction N with
  | zero => simp [h0]
  | succ N ih =>
    have p := mul_nonneg (hD (N + 1))
      (show 0 ≤ (a N - a (N + 1)) + (b N - b (N + 1)) by linarith [ha N, hb N])
    rw [sum_range_succ D (N + 1),
      sum_range_succ (fun i : ℕ => a i * (a i - 1 - 2 * i) - b i * (b i - 1 - 2 * i)) N]
    rw [hs N] at p ⊢
    push_cast
    nlinarith [ih, p]

/-- If `lam` dominates a different diagram `mu` of equal size, its content sum is strictly
larger. -/
theorem contentSum_lt {lam mu : YoungDiagram} (hcard : lam.cells.card = mu.cells.card)
    (hdom : Dominates lam mu) (hne : lam ≠ mu) : contentSum mu < contentSum lam := by
  set N := lam.colLen 0 + mu.colLen 0 with hN
  let D : ℕ → ℤ := fun k => (firstRows lam k : ℤ) - firstRows mu k
  have hs : ∀ k, D (k + 1) = D k + ((lam.rowLen k : ℤ) - mu.rowLen k) := by
    intro k
    simp only [D, firstRows_eq, sum_range_succ]
    push_cast
    ring
  have hD : ∀ k, 0 ≤ D k := fun k => sub_nonneg.2 (by exact_mod_cast hdom k)
  -- beyond the last row both diagrams are exhausted
  have hall : ∀ (μ : YoungDiagram) (k : ℕ), μ.colLen 0 ≤ k → firstRows μ k = μ.cells.card := by
    intro μ k hk
    unfold firstRows
    rw [filter_true_of_mem]
    rintro ⟨i, j⟩ hc
    exact (YoungDiagram.mem_iff_lt_colLen.1 (YoungDiagram.mem_cells.1 hc)).trans_le
      ((μ.colLen_anti 0 j (Nat.zero_le j)).trans hk)
  have hend : ∀ k, N ≤ k → D k = 0 := by
    intro k hk
    simp only [D]
    rw [hall lam k (by omega), hall mu k (by omega), hcard, sub_self]
  -- different diagrams differ in some partial sum
  obtain ⟨k, hk⟩ : ∃ k, D k ≠ 0 := by
    by_contra hcon
    push Not at hcon
    have hrow : ∀ i, lam.rowLen i = mu.rowLen i := by
      intro i
      have := hs i
      rw [hcon, hcon] at this
      omega
    apply hne
    apply YoungDiagram.ext
    ext ⟨i, j⟩
    simp only [YoungDiagram.mem_cells, YoungDiagram.mem_iff_lt_rowLen, hrow]
  have hkN : k < N + 1 := by
    by_contra hcon
    exact hk (hend k (by omega))
  have hpos : D k ≤ ∑ k ∈ range (N + 1), D k :=
    single_le_sum (fun i _ => hD i) (mem_range.2 hkN)
  have hkpos : 0 < D k := lt_of_le_of_ne (hD k) (Ne.symm hk)
  have key := rows_excess (fun i => (lam.rowLen i : ℤ)) (fun i => (mu.rowLen i : ℤ)) D
    (fun k => by exact_mod_cast lam.rowLen_anti k (k + 1) (Nat.le_succ k))
    (fun k => by exact_mod_cast mu.rowLen_anti k (k + 1) (Nat.le_succ k))
    (by simp [D, firstRows_eq]) hs hD N
  rw [hend N le_rfl, zero_mul, sum_sub_distrib, ← two_contentSum lam (by omega),
    ← two_contentSum mu (by omega)] at key
  linarith

end ContentSumLt
```

The error:

```
Main.lean:82:45: error: Invalid projection: Projections cannot be used on functions, and
  YoungDiagram.mem_cells
has function type
  ∀ (c : ℕ × ℕ), c ∈ YoungDiagram.cells ?m.115 ↔ c ∈ ?m.115
Main.lean:111:48: error: Tactic `rewrite` failed: Did not find an occurrence of the pattern
  ∑ i ∈ range ?m.346, ↑(lam.rowLen i) * (↑(lam.rowLen i) - 1 - 2 * ↑i)
in the target expression
  0 + 2 * (∑ x ∈ range (N + 1), ↑(firstRows lam x) - ∑ x ∈ range (N + 1), ↑(firstRows mu x)) ≤
    ∑ i ∈ range N, (↑(lam.rowLen i) * (↑(lam.rowLen i) - 1 - 2 * ↑i) - ↑(mu.rowLen i) * (↑(mu.rowLen i) - 1 - 2 * ↑i))

lam mu : YoungDiagram
hcard : #lam.cells = #mu.cells
hdom : Dominates lam mu
hne : lam ≠ mu
N : ℕ := lam.colLen 0 + mu.colLen 0
hN : N = lam.colLen 0 + mu.colLen 0
D : ℕ → ℤ := fun k => ↑(firstRows lam k) - ↑(firstRows mu k)
hs : ∀ (k : ℕ), D (k + 1) = D k + (↑(lam.rowLen k) - ↑(mu.rowLen k))
hD : ∀ (k : ℕ), 0 ≤ D k
hall : ∀ (μ : YoungDiagram) (k : ℕ), μ.colLen 0 ≤ k → firstRows μ k = #μ.cells
hend : ∀ (k : ℕ), N ≤ k → D k = 0
k : ℕ
hk : D k ≠ 0
hkN : k < N + 1
hpos : D k ≤ ∑ k ∈ range (N + 1), D k
hkpos : 0 < D k
key :
  0 + 2 * (∑ x ∈ range (N + 1), ↑(firstRows lam x) - ∑ x ∈ range (N + 1), ↑(firstRows mu x)) ≤
    ∑ i ∈ range N, (↑(lam.rowLen i) * (↑(lam.rowLen i) - 1 - 2 * ↑i) - ↑(mu.rowLen i) * (↑(mu.rowLen i) - 1 - 2 * ↑i))
⊢ contentSum mu < contentSum lam
```

Diagnosis. The first message concerns `YoungDiagram.mem_cells`, which takes the cell as an explicit argument. Without it the name denotes a function, not an equivalence, so `.1` cannot be applied. Writing `(YoungDiagram.mem_cells _).1` supplies the argument and lets Lean infer the cell.

The second message comes from `sum_sub_distrib` acting on the wrong sum. `D k` is by definition a difference, so the rewrite matched the sum of `D` on the left of `key` and split that. The row sum on the right stayed a single sum of differences, and the reversed `two_contentSum lam` found no separate sum for `lam` to replace.

The repair proves `hdiff` first, an equation in which the row sum is the only sum present, so `sum_sub_distrib` splits the right one. There `two_contentSum` is used forwards, with `N := N` given because its left side does not mention `N`. Rewriting `key` with `hdiff` then brings in the content sums and leaves the sum of `D` whole, as it stands in `hpos`, so `linarith` can finish.

This version goes through:

```diff
@@ -80,5 +80,5 @@
     rw [filter_true_of_mem]
     rintro ⟨i, j⟩ hc
-    exact (YoungDiagram.mem_iff_lt_colLen.1 (YoungDiagram.mem_cells.1 hc)).trans_le
+    exact (YoungDiagram.mem_iff_lt_colLen.1 ((YoungDiagram.mem_cells _).1 hc)).trans_le
       ((μ.colLen_anti 0 j (Nat.zero_le j)).trans hk)
   have hend : ∀ k, N ≤ k → D k = 0 := by
@@ -109,6 +109,9 @@
     (fun k => by exact_mod_cast mu.rowLen_anti k (k + 1) (Nat.le_succ k))
     (by simp [D, firstRows_eq]) hs hD N
-  rw [hend N le_rfl, zero_mul, sum_sub_distrib, ← two_contentSum lam (by omega),
-    ← two_contentSum mu (by omega)] at key
+  have hdiff : ∑ i ∈ range N, ((lam.rowLen i : ℤ) * (lam.rowLen i - 1 - 2 * i) -
+      (mu.rowLen i : ℤ) * (mu.rowLen i - 1 - 2 * i)) = 2 * contentSum lam - 2 * contentSum mu := by
+    rw [sum_sub_distrib, two_contentSum lam (N := N) (by omega),
+      two_contentSum mu (N := N) (by omega)]
+  rw [hend N le_rfl, zero_mul, hdiff] at key
   linarith
 
```
